# The Hermite functions H_n(x) exp(−x²/2) solve the oscillator equation with energy n + 1/2 in units of ħω

For every \(n = 0, 1, 2, \dots\), the function \(\psi_n(x) = H_n(x)\,e^{-x^2/2}\) satisfies

\[
-\tfrac12\psi_n''(x) + \tfrac12 x^2\psi_n(x) = \left(n+\tfrac12\right)\psi_n(x)
\]

at every real \(x\), where the physicists' Hermite polynomials are defined by \(H_0 = 1\) and \(H_{n+1} = 2xH_n - H_n'\). I have used this many times, and I would like to see it proved rigorously from that recursion, with real second derivatives and a proof that a machine has checked. Can it be done without importing the Hermite differential equation?

## A ladder acting on the polynomial prefactor

Yes. The recursion is itself a raising operator, and induction up the ladder gives the result. The Lean file below proves the equation, its version with mass, frequency and \(\hbar\), and a converse for functions that are a polynomial times the Gaussian.

Let \(p\) be a real polynomial and \(\psi = p\,e^{-x^2/2}\). The product rule gives

\[
\psi' = (p' - xp)\,e^{-x^2/2}.
\]

Applying the same rule to the new prefactor \(p'-xp\) gives

\[
\psi'' = \left(p'' - p - xp' - x(p' - xp)\right)e^{-x^2/2}
= \left(p'' - 2xp' - p + x^2p\right)e^{-x^2/2}.
\]

In \(-\psi''/2 + x^2\psi/2\) the \(x^2p\) terms cancel. The Hamiltonian therefore acts on the prefactor as

\[
Lp = -\tfrac12 p'' + xp' + \tfrac12 p .
\]

Write \(Rp = 2xp - p'\), so that \(H_{n+1} = RH_n\). Direct expansion gives

\[
LRp = \tfrac12p''' - 2xp'' + 2x^2p' - \tfrac52p' + 3xp,
\]
\[
RLp = \tfrac12p''' - 2xp'' + 2x^2p' - \tfrac32p' + xp .
\]

The difference is \(2xp - p'\), so \(LR = RL + R\): raising adds one quantum. Since \(LH_0 = \tfrac12H_0\), and since \(LH_n = (n+\tfrac12)H_n\) implies

\[
LH_{n+1} = RLH_n + RH_n = \left(n+\tfrac32\right)H_{n+1},
\]

induction gives the eigenvalue for every \(n\). Multiplying by the Gaussian gives the equation for \(\psi_n\).

## Restoring mass, frequency and ħ

For mass \(m\) and angular frequency \(\omega\), set \(k = \sqrt{m\omega/\hbar}\) and \(\varphi(x) = \psi_n(kx)\). Then \(\varphi''(x) = k^2\psi_n''(kx)\). Because \(\hbar^2k^2/(2m) = \hbar\omega/2\) and \(m\omega^2 = \hbar\omega k^2\),

\[
-\frac{\hbar^2}{2m}\varphi''(x) + \frac{m\omega^2x^2}{2}\varphi(x)
= \hbar\omega\left[-\tfrac12\psi_n''(kx) + \tfrac12(kx)^2\psi_n(kx)\right]
= \hbar\omega\left(n+\tfrac12\right)\varphi(x).
\]

For a single uncoupled vibrational mode in the harmonic approximation, these are the familiar levels with zero-point energy \(\hbar\omega/2\).

## Which polynomial prefactors are allowed

Suppose \(p \neq 0\) has degree \(d\) and \(p\,e^{-x^2/2}\) is an eigenfunction with energy \(E\). The Gaussian never vanishes, so \(Lp = Ep\). Let \(p_d\) be the coefficient of \(x^d\) in \(p\). In \(Lp\) that coefficient is \((d+\tfrac12)p_d\), because \(p''\) has lower degree or is zero. Hence \(E = d+\tfrac12\).

Next, no \(H_n\) is the zero polynomial. If a nonzero \(q\) of degree \(r\) satisfied \(2xq = q'\), the coefficient of \(x^{r+1}\) would be \(2q_r \neq 0\) on the left and zero on the right. So raising never annihilates a nonzero polynomial. As \(H_d\) has eigenvalue \(d+\tfrac12\), the degree formula shows that its degree is \(d\).

Choose \(c\) so that \(s = p - cH_d\) has no \(x^d\) term. Then \(Ls = Es\). If \(s\) were nonzero, its degree would have to be \(d\), which contradicts the missing term. Hence \(p = cH_d\).

## The Lean file

```lean
import Mathlib

open Polynomial

namespace HermiteOscillator

noncomputable section

/-- The physicists' Hermite polynomials: `H_0 = 1`, `H_(n+1) = 2X H_n - H_n'`. -/
def hermiteH : ℕ → ℝ[X]
  | 0 => 1
  | n + 1 => 2 * X * hermiteH n - derivative (hermiteH n)

/-- The wave function `p(x) exp(-x²/2)` with polynomial prefactor `p`. -/
def gaussianState (p : ℝ[X]) (x : ℝ) : ℝ := p.eval x * Real.exp (-x ^ 2 / 2)

/-- The oscillator Hamiltonian `-ψ''/2 + x²ψ/2` in natural units. -/
def oscillator (ψ : ℝ → ℝ) (x : ℝ) : ℝ := -(deriv (deriv ψ) x) / 2 + x ^ 2 * ψ x / 2

/-- The operator `-p''/2 + X p' + p/2` on polynomial prefactors. -/
def prefactorHamiltonian (p : ℝ[X]) : ℝ[X] :=
  -(C (1 / 2) * derivative (derivative p)) + X * derivative p + C (1 / 2) * p

/-- The raising operator `p ↦ 2X p - p'` on polynomial prefactors. -/
def raise (p : ℝ[X]) : ℝ[X] := 2 * X * p - derivative p

/-- Differentiating a polynomial times the Gaussian replaces the prefactor `p` by `p' - X p`. -/
theorem hasDerivAt_gaussianState (p : ℝ[X]) (x : ℝ) :
    HasDerivAt (gaussianState p) (gaussianState (derivative p - X * p) x) x := by
  have h : HasDerivAt (fun y : ℝ => -y ^ 2 / 2) (-x) x := by
    have h0 := ((hasDerivAt_id' x).fun_pow 2).fun_neg.div_const 2
    exact h0.congr_deriv (by
      norm_num
      ring)
  exact ((p.hasDerivAt x).fun_mul h.exp).congr_deriv (by
    simp only [gaussianState, eval_sub, eval_mul, eval_X]
    ring)

/-- The derivative of a polynomial times the Gaussian, as an identity of functions. -/
theorem deriv_gaussianState (p : ℝ[X]) :
    deriv (gaussianState p) = gaussianState (derivative p - X * p) :=
  funext fun x => (hasDerivAt_gaussianState p x).deriv

/-- The oscillator Hamiltonian acts on a polynomial times the Gaussian through its prefactor. -/
theorem oscillator_gaussianState (p : ℝ[X]) (x : ℝ) :
    oscillator (gaussianState p) x = gaussianState (prefactorHamiltonian p) x := by
  simp only [oscillator, deriv_gaussianState]
  simp only [gaussianState, prefactorHamiltonian, derivative_sub, derivative_mul, derivative_X,
    eval_sub, eval_add, eval_neg, eval_mul, eval_X, eval_C, eval_one]
  ring

/-- Ladder relation: moving the Hamiltonian past the raising operator adds one quantum. -/
theorem prefactorHamiltonian_raise (p : ℝ[X]) :
    prefactorHamiltonian (raise p) = raise (prefactorHamiltonian p) + raise p := by
  have h : (2 : ℝ[X]) * C (1 / 2 : ℝ) = 1 := by
    rw [← map_ofNat (C : ℝ →+* ℝ[X]) 2, ← C_mul]
    norm_num
  simp only [prefactorHamiltonian, raise, derivative_sub, derivative_add, derivative_neg,
    derivative_mul, derivative_X, derivative_C, derivative_ofNat, derivative_one, derivative_zero]
  linear_combination (-2 * derivative p) * h

/-- `H_n` satisfies the eigenvalue equation of the prefactor Hamiltonian with eigenvalue `n + 1/2`.
-/
theorem prefactorHamiltonian_hermiteH (n : ℕ) :
    prefactorHamiltonian (hermiteH n) = C ((n : ℝ) + 1 / 2) * hermiteH n := by
  induction n with
  | zero => simp [prefactorHamiltonian, hermiteH]
  | succ n ih =>
    have hC : (C (((n + 1 : ℕ) : ℝ) + 1 / 2) : ℝ[X]) = C ((n : ℝ) + 1 / 2) + 1 := by
      have h : ((n + 1 : ℕ) : ℝ) + 1 / 2 = ((n : ℝ) + 1 / 2) + 1 := by push_cast; ring
      rw [h]
      exact C_add.trans (by rw [C_1])
    -- climb one rung of the ladder
    change prefactorHamiltonian (raise (hermiteH n)) = _ * raise (hermiteH n)
    rw [prefactorHamiltonian_raise, ih, hC]
    simp only [raise, derivative_C_mul]
    ring

/-- The function `H_n(x) exp(-x²/2)` solves the stationary Schrödinger equation of the harmonic
oscillator with energy `n + 1/2` at every real `x`. -/
theorem oscillator_hermite (n : ℕ) (x : ℝ) :
    oscillator (gaussianState (hermiteH n)) x
      = ((n : ℝ) + 1 / 2) * gaussianState (hermiteH n) x := by
  rw [oscillator_gaussianState, prefactorHamiltonian_hermiteH]
  simp only [gaussianState, eval_mul, eval_C]
  ring

/-- In physical units, the Hermite function of `√(mω/ħ) x` solves the Schrödinger equation of an
oscillator of mass `m` and angular frequency `ω` with energy `ħω(n + 1/2)`. -/
theorem oscillator_hermite_units (n : ℕ) (m ω hbar : ℝ) (hm : 0 < m) (hω : 0 < ω)
    (hh : 0 < hbar) (x : ℝ) :
    -(hbar ^ 2 / (2 * m)) *
        deriv (deriv (fun y => gaussianState (hermiteH n) (√(m * ω / hbar) * y))) x
      + m * ω ^ 2 * x ^ 2 / 2 * gaussianState (hermiteH n) (√(m * ω / hbar) * x)
      = hbar * ω * ((n : ℝ) + 1 / 2) * gaussianState (hermiteH n) (√(m * ω / hbar) * x) := by
  have hk : √(m * ω / hbar) ^ 2 = m * ω / hbar := Real.sq_sqrt (by positivity)
  generalize √(m * ω / hbar) = k at hk ⊢
  -- chain rule for the rescaled coordinate
  have hs : ∀ (q : ℝ[X]) (y : ℝ), HasDerivAt (fun z => gaussianState q (k * z))
      (k * gaussianState (derivative q - X * q) (k * y)) y := by
    intro q y
    have h := (hasDerivAt_gaussianState q (k * y)).comp y ((hasDerivAt_id' y).const_mul k)
    exact h.congr_deriv (by ring)
  have h1 : hbar ^ 2 / (2 * m) * k ^ 2 = hbar * ω / 2 := by rw [hk]; field_simp
  have h3 : hbar * ω * k ^ 2 = m * ω ^ 2 := by rw [hk]; field_simp
  have e := oscillator_hermite n (k * x)
  simp only [oscillator, deriv_gaussianState] at e
  rw [funext fun y => (hs (hermiteH n) y).deriv, ((hs _ x).const_mul k).deriv]
  generalize gaussianState (derivative (derivative (hermiteH n) - X * hermiteH n)
    - X * (derivative (hermiteH n) - X * hermiteH n)) (k * x) = A at e ⊢
  linear_combination hbar * ω * e - A * h1
    - x ^ 2 * gaussianState (hermiteH n) (k * x) / 2 * h3

/-- No Hermite polynomial is the zero polynomial. -/
theorem hermiteH_ne_zero (n : ℕ) : hermiteH n ≠ 0 := by
  induction n with
  | zero => exact one_ne_zero
  | succ n ih =>
    intro h
    change 2 * X * hermiteH n - derivative (hermiteH n) = 0 at h
    generalize hermiteH n = q at ih h
    have h' : (C (2 : ℝ) : ℝ[X]) * (X * q) = derivative q := by
      rw [show (C (2 : ℝ) : ℝ[X]) = 2 from map_ofNat C 2]
      linear_combination h
    -- compare coefficients one degree above the top of `q`
    have hc := congrArg (fun r : ℝ[X] => r.coeff (q.natDegree + 1)) h'
    have h0 : q.coeff (q.natDegree + 1 + 1) = 0 := coeff_eq_zero_of_natDegree_lt (by omega)
    simp only [coeff_C_mul, coeff_X_mul, coeff_derivative, h0, zero_mul] at hc
    have ha : q.coeff q.natDegree ≠ 0 := leadingCoeff_ne_zero.mpr ih
    exact ha (by linarith)

/-- An eigenvector `p ≠ 0` of the prefactor Hamiltonian has eigenvalue `deg p + 1/2`. -/
theorem energy_eq_degree (p : ℝ[X]) (E : ℝ) (hp : p ≠ 0)
    (h : prefactorHamiltonian p = C E * p) : E = (p.natDegree : ℝ) + 1 / 2 := by
  have hX : ∀ d : ℕ, (X * derivative p).coeff d = (d : ℝ) * p.coeff d := by
    intro d
    cases d with
    | zero => simp
    | succ d => rw [coeff_X_mul, coeff_derivative]; push_cast; ring
  have h0 : p.coeff (p.natDegree + 1 + 1) = 0 := coeff_eq_zero_of_natDegree_lt (by omega)
  have hc := congrArg (fun r : ℝ[X] => r.coeff p.natDegree) h
  simp only [prefactorHamiltonian, coeff_add, coeff_neg, coeff_C_mul, hX, coeff_derivative,
    h0] at hc
  have ha : p.coeff p.natDegree ≠ 0 := leadingCoeff_ne_zero.mpr hp
  apply mul_right_cancel₀ ha
  linear_combination -hc

/-- Converse: if a nonzero polynomial `p` times the Gaussian is an oscillator eigenfunction, its
energy is `deg p + 1/2` and `p` is a multiple of the Hermite polynomial of that degree. -/
theorem eigenfunction_is_hermite (p : ℝ[X]) (E : ℝ) (hp : p ≠ 0)
    (h : ∀ x, oscillator (gaussianState p) x = E * gaussianState p x) :
    E = (p.natDegree : ℝ) + 1 / 2 ∧ ∃ c : ℝ, p = C c * hermiteH p.natDegree := by
  -- cancel the Gaussian
  have hP : prefactorHamiltonian p = C E * p := by
    apply Polynomial.funext
    intro x
    have hx := h x
    rw [oscillator_gaussianState] at hx
    simp only [gaussianState] at hx
    rw [eval_mul, eval_C]
    apply mul_right_cancel₀ (Real.exp_ne_zero (-x ^ 2 / 2))
    linear_combination hx
  have hE := energy_eq_degree p E hp hP
  refine ⟨hE, ?_⟩
  have hq := prefactorHamiltonian_hermiteH p.natDegree
  have hq0 := hermiteH_ne_zero p.natDegree
  have hdeg := energy_eq_degree _ _ hq0 hq
  rw [← hE] at hq
  generalize hermiteH p.natDegree = q at hq hq0 hdeg ⊢
  have hd : p.natDegree = q.natDegree := by
    have h1 : (p.natDegree : ℝ) = q.natDegree := by linarith
    exact_mod_cast h1
  have ha : q.coeff p.natDegree ≠ 0 := by
    rw [hd]
    exact leadingCoeff_ne_zero.mpr hq0
  refine ⟨p.coeff p.natDegree / q.coeff p.natDegree, ?_⟩
  have hr0 : (p - C (p.coeff p.natDegree / q.coeff p.natDegree) * q).coeff p.natDegree = 0 := by
    rw [coeff_sub, coeff_C_mul, div_mul_cancel₀ _ ha, sub_self]
  generalize p.coeff p.natDegree / q.coeff p.natDegree = c at hr0 ⊢
  -- the remainder has the same energy but no coefficient in the required degree
  have hr : prefactorHamiltonian (p - C c * q) = C E * (p - C c * q) := by
    simp only [prefactorHamiltonian] at hP hq
    simp only [prefactorHamiltonian, derivative_sub, derivative_C_mul]
    linear_combination hP - C c * hq
  by_contra hne
  have hrne : p - C c * q ≠ 0 := sub_ne_zero.mpr hne
  have hEr := energy_eq_degree _ E hrne hr
  have hdr : p.natDegree = (p - C c * q).natDegree := by
    have h1 : (p.natDegree : ℝ) = (p - C c * q).natDegree := by linarith
    exact_mod_cast h1
  rw [hdr] at hr0
  exact leadingCoeff_ne_zero.mpr hrne hr0

end

end HermiteOscillator
```

```lean
#print axioms HermiteOscillator.oscillator_hermite_units
#print axioms HermiteOscillator.eigenfunction_is_hermite
```

```
'HermiteOscillator.oscillator_hermite_units' depends on axioms: [propext, Classical.choice, Quot.sound]
'HermiteOscillator.eigenfunction_is_hermite' depends on axioms: [propext, Classical.choice, Quot.sound]
```

## What the theorems say about the oscillator

`hermiteH n` is \(H_n\), an element of `ℝ[X]`, the polynomials with real coefficients. Its definition is the recursion in the question, which fixes the convention \(H_1 = 2x\), \(H_2 = 4x^2-2\). `gaussianState p` is the real function \(p(x)e^{-x^2/2}\), and `oscillator` is the differential operator \(-\tfrac12\,d^2/dx^2 + \tfrac12x^2\) applied to a function `ℝ → ℝ`.

`oscillator_hermite` is the claim in the question, for every natural number `n` and every real `x`. `oscillator_hermite_units` is the dimensional equation; it assumes that `m`, `ω` and `hbar` are positive, as they are for a particle in a confining harmonic well. `eigenfunction_is_hermite` takes a nonzero polynomial `p` and a real `E`, assumes the eigenvalue equation at every `x`, and concludes that \(E = \deg p + \tfrac12\) and that `p` is a constant multiple of the Hermite polynomial of that degree.

Lean's `deriv` returns zero where a function is not differentiable, so an equation written with it could hold for the wrong reason. Here `hasDerivAt_gaussianState` establishes that the derivatives exist.

The functions are not normalised. The unit-norm states are

\[
\frac{H_n(x)\,e^{-x^2/2}}{\sqrt{2^n\,n!\,\sqrt\pi}}
\qquad\text{and}\qquad
\left(\frac{m\omega}{\pi\hbar}\right)^{1/4}\frac{H_n(kx)\,e^{-k^2x^2/2}}{\sqrt{2^n\,n!}}
\]

in natural and physical units respectively; these constants are quoted, and the file proves neither them nor the orthogonality or completeness of the states. The converse concerns only polynomial prefactors. It does not derive quantisation from square integrability, nor does it determine the spectrum of the Hamiltonian on the full Hilbert space.

## How the Lean proof follows the calculation

**From functions to polynomials.** `hasDerivAt_gaussianState` is the product rule, with the chain rule for the exponent. `deriv_gaussianState` turns it into an identity between functions, which can then be applied twice. `oscillator_gaussianState` does so, evaluates the polynomials at `x`, and lets `ring` confirm that the Hamiltonian has become `prefactorHamiltonian`, the operator \(L\).

**Climbing the ladder.** `prefactorHamiltonian_raise` is \(LR = RL + R\). The `simp only` step expands the derivatives, and `linear_combination` checks the remaining identity, using the fact that twice the constant polynomial \(\tfrac12\) is 1. In `prefactorHamiltonian_hermiteH`, the `change` step recognises \(H_{n+1}\) as `raise (hermiteH n)`; rewriting with the ladder relation and the induction hypothesis then gives the next eigenvalue. `oscillator_hermite` carries this result back to functions.

**Rescaling.** In `oscillator_hermite_units`, the square root is replaced by a symbol `k` of which only \(k^2 = m\omega/\hbar\) is retained. The statement `hs` is the chain rule, `h1` and `h3` are the two identities between constants, and `e` is the dimensionless equation at \(kx\). The final `linear_combination` multiplies `e` by \(\hbar\omega\) and substitutes the constants.

**The converse.** `hermiteH_ne_zero` compares coefficients one degree above the top of \(q\), and `energy_eq_degree` compares them at the top of \(p\). `eigenfunction_is_hermite` first cancels the exponential and uses `Polynomial.funext`: real polynomials that agree at every point are equal. It then applies `energy_eq_degree` to \(p\), which gives the energy, and to \(H_d\), which gives its degree. Next it forms the remainder \(s\), written `p - C c * q`, and shows in `hr` that it has the same energy. Assuming that \(s\) is nonzero, a third use of `energy_eq_degree` forces its degree to be \(d\), where `hr0` says that its coefficient is zero.
